# Hops on an open chain without double occupancy connect exactly the configurations with the same spin sequence

Electrons on a one-dimensional lattice repel each other so strongly that no two share a site. Each can still hop to an empty neighbouring site. Can such hops ever turn up-down into down-up? The answer decides how the Hamiltonian splits into blocks, and hence the spin degeneracy of the infinite-$U$ Hubbard chain with open ends and nearest-neighbour hopping only.

Write a configuration as a word $w$, one letter per site: $\circ$ for an empty site, or a spin state $s$. In Lean these are `none` and `some s`. The letter `σ` denotes the whole set of spin states, not a Pauli matrix; for electrons it has two elements, up and down. A doubly occupied site has no letter, which is how infinite repulsion enters.

```lean
import Mathlib

open Relation

namespace InfiniteRepulsionChain

variable {σ : Type*}
```

A hop exchanges a spin with an adjacent empty site. The constructors `right` and `left` give the direction in which the spin moves, at the left end of the word; `cons` lets the hop happen further along. No rule joins the two ends, so the chain is open.

```lean
/-- One hop on an open chain: a spin and a neighbouring empty site (`none`) change places,
and all other sites stay as they are. -/
inductive Hop : List (Option σ) → List (Option σ) → Prop
  | right (s : σ) (w : List (Option σ)) : Hop (some s :: none :: w) (none :: some s :: w)
  | left (s : σ) (w : List (Option σ)) : Hop (none :: some s :: w) (some s :: none :: w)
  | cons (x : Option σ) {w w' : List (Option σ)} (h : Hop w w') : Hop (x :: w) (x :: w')
```

Let $|w|$ be the number of sites and $S(w)$ the spin sequence, read from left to right with empty sites deleted.

```lean
/-- The spin sequence of a word: the spins read from left to right, with empty sites deleted. -/
def spinSeq : List (Option σ) → List σ
  | [] => []
  | none :: w => spinSeq w
  | some s :: w => s :: spinSeq w
```

## (a) What one hop conserves

Show that a hop $w\to w'$ implies
$$|w|=|w'|,\qquad S(w)=S(w').$$

**Solution.** The hop replaces $s\circ$ by $\circ s$, or the reverse. Both pairs have two sites and spin sequence $s$. The letters on either side are unchanged, so the whole words agree in length and sequence. The Lean induction treats the two exchanges first, then adds an unchanged letter on the left.

```lean
/-- A single hop changes neither the number of sites nor the spin sequence. -/
theorem hop_invariant {w w' : List (Option σ)} (h : Hop w w') :
    w.length = w'.length ∧ spinSeq w = spinSeq w' := by
  induction h with
  | right s w => simp [spinSeq]
  | left s w => simp [spinSeq]
  | cons x h ih =>
    obtain ⟨h1, h2⟩ := ih
    cases x <;> simp [spinSeq, h1, h2]
```

## (b) Running hops backwards

Write $w\to^* w'$ if some finite number of hops, possibly zero, leads from $w$ to $w'$; in Lean this is `ReflTransGen Hop w w'`. Show that
$$w\to^* w'\;\Longrightarrow\; w'\to^* w.$$

**Solution.** The reverse of a right hop is a left hop, and conversely. Undo the hops one at a time, the last one first. The inner statement `hop_symm` reverses one hop, and the second induction reverses the succession.

```lean
/-- Any succession of hops can be undone by hops. -/
theorem reach_symm {w w' : List (Option σ)} (h : ReflTransGen Hop w w') :
    ReflTransGen Hop w' w := by
  have hop_symm : ∀ {a b : List (Option σ)}, Hop a b → Hop b a := by
    intro a b hab
    induction hab with
    | right s w => exact Hop.left s w
    | left s w => exact Hop.right s w
    | cons x _ ih => exact Hop.cons x ih
  induction h with
  | refl => exact ReflTransGen.refl
  | tail _ hbc ih => exact ReflTransGen.head (hop_symm hbc) ih
```

## (c) Adding a site on the left

Show that for any letter $x$
$$w\to^* w'\;\Longrightarrow\; xw\to^* xw'.$$

**Solution.** Perform the same hops and leave the new site alone. Each remains a valid hop, by `Hop.cons`.

```lean
/-- Hops on a chain remain possible when one more site is attached at its left end. -/
theorem reach_cons (x : Option σ) {w w' : List (Option σ)} (h : ReflTransGen Hop w w') :
    ReflTransGen Hop (x :: w) (x :: w') := by
  induction h with
  | refl => exact ReflTransGen.refl
  | tail _ hbc ih => exact ReflTransGen.tail ih (Hop.cons x hbc)
```

## (d) Pushing the spins to the right

Show that for every $w$ there is a $k$ with
$$w\to^*\circ^k S(w).$$

**Solution.** First, a spin can cross $k$ empty sites: $s\circ^k v\to^*\circ^k s\,v$. For $k=0$ there is nothing to do. For $k+1$, one hop gives $\circ\, s\circ^k v$, and the case $k$ together with (c) finishes the crossing. This is `travel`.

Now build $w$ up from its right end. The empty word needs no hops. Suppose $w\to^*\circ^k S(w)$ and attach a letter on the left. An empty site gives $\circ^{k+1}S(w)$. A spin $s$ gives $s\circ^k S(w)$, and crossing the empty block yields $\circ^k s\,S(w)$, with the order of the spins kept.

```lean
/-- Every word can be brought by hops to a form with all empty sites on the left, followed by
its spin sequence. -/
theorem reach_normal_form (w : List (Option σ)) :
    ∃ k, ReflTransGen Hop w (List.replicate k none ++ (spinSeq w).map some) := by
  -- a spin travels through a block of `k` empty sites
  have travel : ∀ (s : σ) (k : ℕ) (v : List (Option σ)),
      ReflTransGen Hop (some s :: (List.replicate k none ++ v))
        (List.replicate k none ++ some s :: v) := by
    intro s k v
    induction k with
    | zero => exact ReflTransGen.refl
    | succ k ih => exact ReflTransGen.head (Hop.right s _) (reach_cons none ih)
  induction w with
  | nil => exact ⟨0, ReflTransGen.refl⟩
  | cons x w ih =>
    obtain ⟨k, hk⟩ := ih
    cases x with
    | none => exact ⟨k + 1, reach_cons none hk⟩
    | some s => exact ⟨k, (reach_cons (some s) hk).trans (travel s k _)⟩
```

## (e) The criterion for connection

Show that
$$w\to^* w'\iff |w|=|w'|\ \text{and}\ S(w)=S(w').$$

**Solution.** From left to right, apply (a) to each hop. For the converse, (d) gives $w\to^*\circ^kS(w)$ and $w'\to^*\circ^{k'}S(w')$. Hops conserve length, so $k=|w|-|S(w)|=|w'|-|S(w')|=k'$, and both words reach the same form. Go from $w$ to this form, then use (b) to go back to $w'$.

```lean
/-- Two words are connected by hops on the open chain if and only if they have the same number
of sites and the same spin sequence. -/
theorem reach_iff_spinSeq_eq (w w' : List (Option σ)) :
    ReflTransGen Hop w w' ↔ w.length = w'.length ∧ spinSeq w = spinSeq w' := by
  have invariant : ∀ {a b : List (Option σ)}, ReflTransGen Hop a b →
      a.length = b.length ∧ spinSeq a = spinSeq b := by
    intro a b h
    induction h with
    | refl => exact ⟨rfl, rfl⟩
    | tail _ hbc ih =>
      exact ⟨ih.1.trans (hop_invariant hbc).1, ih.2.trans (hop_invariant hbc).2⟩
  refine ⟨invariant, ?_⟩
  rintro ⟨hl, hs⟩
  obtain ⟨k, hk⟩ := reach_normal_form w
  obtain ⟨k', hk'⟩ := reach_normal_form w'
  rw [← hs] at hk'
  have h1 := (invariant hk).1
  have h2 := (invariant hk').1
  simp only [List.length_append, List.length_replicate, List.length_map] at h1 h2
  -- equal lengths leave equally many empty sites, so the normal forms agree
  have hkk : k = k' := by omega
  subst hkk
  exact hk.trans (reach_symm hk')
```

## (f) Vanishing matrix elements

Fix the number of sites $L$ and take $\sigma$ finite.

```lean
/-- The configurations of an open chain of `L` sites without double occupancy. -/
abbrev Config (σ : Type*) (L : ℕ) := List.Vector (Option σ) L
```

Let $H_{ww'}=-t$ if $w\to w'$ is a hop, and $0$ otherwise. The real amplitude $t$ measures the coupling between neighbouring orbitals.

```lean
open Classical in
/-- The infinite-repulsion hopping Hamiltonian on `L` sites: matrix element `-t` between
configurations that differ by one hop, and zero otherwise. -/
noncomputable def hamiltonian (σ : Type*) (L : ℕ) (t : ℝ) :
    Matrix (Config σ L) (Config σ L) ℝ :=
  fun w w' => if Hop w.toList w'.toList then -t else 0
```

The step from this matrix to the projected Hubbard Hamiltonian is a matter of fermion signs: with creation operators ordered by site, a nearest-neighbour hop on an open chain passes no other electron and picks up no sign.

Show that for all $n\ge 0$
$$S(w)\ne S(w')\;\Longrightarrow\;(H^n)_{ww'}=0.$$

**Solution.** For $n=0$, $H^0$ is the identity and $w\neq w'$. For the next power,
$$(H^{n+1})_{ww'}=\sum_v (H^n)_{wv}H_{vw'}.$$
If $v\to w'$ is not a hop, the second factor vanishes. If it is, then $S(v)=S(w')\neq S(w)$, and the first factor vanishes by induction. The Lean proof makes the same distinction with `by_cases`.

```lean
/-- No power of the Hamiltonian has a matrix element between configurations with different
spin sequences. -/
theorem hamiltonian_pow_eq_zero [Fintype σ] [DecidableEq σ] {L : ℕ} (t : ℝ) (n : ℕ)
    (w w' : Config σ L) (h : spinSeq w.toList ≠ spinSeq w'.toList) :
    (hamiltonian σ L t ^ n) w w' = 0 := by
  induction n generalizing w' with
  | zero =>
    rw [pow_zero]
    exact Matrix.one_apply_ne (fun e => h (by rw [e]))
  | succ n ih =>
    rw [pow_succ, Matrix.mul_apply]
    refine Finset.sum_eq_zero fun v _ => ?_
    by_cases hv : Hop v.toList w'.toList
    · rw [ih v (by rw [(hop_invariant hv).2]; exact h), zero_mul]
    · simp [hamiltonian, hv]
```

## (g) No cancellation between paths

Show that for $t\neq0$
$$\exists n:\ (H^n)_{ww'}\neq0\iff S(w)=S(w').$$

**Solution.** Left to right is (f). For the converse, write $H=-tA$, where $A$ is the matrix at amplitude $-1$, with entries $0$ and $1$. Then
$$(H^n)_{ww'}=(-t)^n(A^n)_{ww'},$$
and $(A^n)_{ww'}$ counts the paths of $n$ hops from $w$ to $w'$. By (e) a path exists; with $n$ its length, the count is positive and the element is nonzero.

In Lean, `nonneg` excludes negative terms, `path` follows the hops and finds a positive term at each step, and `scale` restores $t$.

```lean
/-- For nonzero hopping amplitude, some power of the Hamiltonian connects two configurations
if and only if their spin sequences agree. -/
theorem hamiltonian_connects_iff [Fintype σ] [DecidableEq σ] {L : ℕ} {t : ℝ} (ht : t ≠ 0)
    (w w' : Config σ L) :
    (∃ n : ℕ, (hamiltonian σ L t ^ n) w w' ≠ 0) ↔
      spinSeq w.toList = spinSeq w'.toList := by
  constructor
  · rintro ⟨n, hn⟩
    by_contra h
    exact hn (hamiltonian_pow_eq_zero t n w w' h)
  intro hs
  -- at amplitude `-1` all entries are nonnegative, so paths cannot cancel
  have entry : ∀ u v : Config σ L, 0 ≤ hamiltonian σ L (-1) u v := by
    intro u v
    by_cases h : Hop u.toList v.toList <;> simp [hamiltonian, h]
  have nonneg : ∀ (n : ℕ) (v : Config σ L), 0 ≤ (hamiltonian σ L (-1) ^ n) w v := by
    intro n
    induction n with
    | zero =>
      intro v
      rw [pow_zero, Matrix.one_apply]
      split_ifs <;> norm_num
    | succ n ih =>
      intro v
      rw [pow_succ, Matrix.mul_apply]
      exact Finset.sum_nonneg fun u _ => mul_nonneg (ih u) (entry u v)
  have path : ∀ l, ReflTransGen Hop w.toList l → ∀ v : Config σ L, v.toList = l →
      ∃ n : ℕ, 0 < (hamiltonian σ L (-1) ^ n) w v := by
    intro l hl
    induction hl with
    | refl =>
      intro v hv
      have e : v = w := Subtype.ext hv
      subst e
      exact ⟨0, by simp⟩
    | @tail b c _ hbc ih =>
      intro v hv
      have hb : b.length = L := by
        rw [(hop_invariant hbc).1, ← hv]
        exact v.toList_length
      obtain ⟨n, hn⟩ := ih ⟨b, hb⟩ rfl
      refine ⟨n + 1, ?_⟩
      rw [pow_succ, Matrix.mul_apply]
      refine Finset.sum_pos' (fun u _ => mul_nonneg (nonneg n u) (entry u v))
        ⟨⟨b, hb⟩, Finset.mem_univ _, mul_pos hn ?_⟩
      have hop : Hop (List.Vector.toList (⟨b, hb⟩ : Config σ L)) v.toList := by
        rw [hv]
        exact hbc
      unfold hamiltonian
      rw [if_pos hop]
      norm_num
  obtain ⟨n, hn⟩ := path _ ((reach_iff_spinSeq_eq _ _).2
    ⟨w.toList_length.trans w'.toList_length.symm, hs⟩) w' rfl
  -- restore the amplitude `t`
  have scale : hamiltonian σ L t = (-t) • hamiltonian σ L (-1) := by
    ext u v
    by_cases h : Hop u.toList v.toList <;> simp [hamiltonian, h]
  refine ⟨n, ?_⟩
  rw [scale, smul_pow, Matrix.smul_apply, smul_eq_mul]
  exact mul_ne_zero (pow_ne_zero n (neg_ne_zero.2 ht)) hn.ne'
```

## (h) Counting the sequences

In this part $s$ stands for a whole spin sequence, and $|s|$ for the number of spins in it. Show that for $N\le L$
$$\#\{s:\ |s|=N,\ s=S(w)\text{ for some } w \text{ with } |w|=L\}=|\sigma|^N.$$

**Solution.** Every sequence $s$ of $N$ spins occurs, since $\circ^{L-N}s$ has $L$ sites and spin sequence $s$. There are $|\sigma|$ choices for each of the $N$ spins. In Lean, `read` recovers $s$ from this word, and `all` removes the condition that $s$ occurs.

```lean
/-- If `N` is at most the number `L` of sites, the spin sequences of length `N` that occur on
the chain number `|σ| ^ N`, where `|σ|` is the number of spin states. -/
theorem card_spin_sectors [Fintype σ] {N L : ℕ} (hN : N ≤ L) :
    Set.ncard {s : List σ | s.length = N ∧ ∃ w : Config σ L, spinSeq w.toList = s} =
      Fintype.card σ ^ N := by
  have read : ∀ (k : ℕ) (s : List σ),
      spinSeq (List.replicate k none ++ s.map some) = s := by
    intro k s
    induction k with
    | zero => induction s with
      | nil => rfl
      | cons a s ih => exact congrArg (List.cons a) ih
    | succ k ih => exact ih
  -- every sequence of `N` spins fits on the chain
  have all : {s : List σ | s.length = N ∧ ∃ w : Config σ L, spinSeq w.toList = s} =
      {s : List σ | s.length = N} := by
    ext s
    refine ⟨fun h => h.1, fun h => ⟨h, ?_⟩⟩
    have hs : s.length = N := h
    exact ⟨⟨List.replicate (L - N) none ++ s.map some, by
      simp only [List.length_append, List.length_replicate, List.length_map]
      omega⟩, read _ s⟩
  rw [all, ← Nat.card_coe_set_eq]
  exact (Nat.card_eq_fintype_card (α := List.Vector σ N)).trans (card_vector N)

end InfiniteRepulsionChain
```

```lean
#print axioms InfiniteRepulsionChain.reach_iff_spinSeq_eq
#print axioms InfiniteRepulsionChain.hamiltonian_connects_iff
#print axioms InfiniteRepulsionChain.card_spin_sectors
```

```
'InfiniteRepulsionChain.reach_iff_spinSeq_eq' depends on axioms: [propext, Quot.sound]
'InfiniteRepulsionChain.hamiltonian_connects_iff' depends on axioms: [propext, Classical.choice, Quot.sound]
'InfiniteRepulsionChain.card_spin_sectors' depends on axioms: [propext, Classical.choice, Quot.sound]
```

## Three electrons on six sites

In an exact diagonalisation with $L=6$ and $N=3$, there are $\binom63=20$ sets of occupied sites and $2^3=8$ spin sequences, so 160 configurations. Sorted by spin sequence, the Hamiltonian consists of eight $20\times20$ blocks. Labelled by occupied sites, the blocks are identical, because the amplitude does not depend on spin. One diagonalisation therefore gives all levels, and the degeneracy of each is eight times its multiplicity within one block; this last comparison of blocks is an argument in words that goes further than the theorems.

Finite $U$ brings in exchange between neighbouring spins, and on a ring a hop across the closing bond can turn up-down into down-up. The block structure above belongs to the open chain at infinite $U$.
